# Localised dual projectors are complete exactly when their number equals the rank of the sphere matrix

Let D be a Hermitian matrix, and let P and Phit be complex matrices of equal shape with D P = P and Pᴴ Phit = 1. Then the completeness relation

D Phit Pᴴ = D

holds if and only if the rank of D equals the number of columns of P. It also holds if and only if

D = P (Pᴴ P)⁻¹ Pᴴ.

D need not be assumed idempotent: under these hypotheses, completeness implies D² = D. For the projector augmented-wave (PAW) method, the result tells how many projector functions make the one-centre expansion exact in a single augmentation sphere, in a finite orthonormal basis that can represent projector functions confined to the sphere.

## The sphere, its projectors and its partial waves

The finite index set `n` labels an orthonormal basis and the finite index set `m` labels the projector channels. Write |m| for the number of channels, `Fintype.card m` in the code. The superscript ᴴ is the conjugate transpose, which represents the adjoint because the basis is orthonormal.

```lean
import Mathlib

open Matrix
open scoped ComplexOrder

namespace PAWProjectorGeometry

variable {n m : Type*} [Fintype n] [Fintype m] [DecidableEq m]
```

The matrix D represents restriction to the augmentation sphere. The columns of P are the projector functions and those of Phit the smooth partial waves, both as coefficient vectors. Three relations are assumed:

Dᴴ = D,
D P = P,
Pᴴ Phit = 1.

The second says that the projector functions vanish outside the sphere. The third is the usual PAW duality: projector i has overlap 1 with partial wave i and 0 with the others. The partial waves themselves may extend beyond the sphere.

```lean
/-- Projector functions `P` (columns) belong to a Hermitian localisation matrix `D`, which
leaves them unchanged, and are dual to the smooth partial waves `Phit`. -/
structure DualInSphere (D : Matrix n n ℂ) (P Phit : Matrix n m ℂ) : Prop where
  hermitian : Dᴴ = D
  localised : D * P = P
  dual : Pᴴ * Phit = 1
```

The matrix Phit Pᴴ takes a smooth function, reads off its projector coefficients and rebuilds it from partial waves. Completeness requires the rebuilt function to agree with the original inside the sphere, for every function in the basis. It is defined separately, so that it can hold or fail for given dual data.

```lean
/-- Completeness in the sphere: the one-centre expansion `Phit Pᴴ`, followed by the
localisation `D`, reproduces `D`. -/
def IsComplete (D : Matrix n n ℂ) (P Phit : Matrix n m ℂ) : Prop :=
  D * Phit * Pᴴ = D
```

The relation D P = P suits a real-space grid with one basis function per grid point: D is then diagonal, with entries 1 inside the sphere and 0 outside, and its rank is the number of grid points inside. A finite plane-wave basis is excluded, because a nonzero finite sum of plane waves cannot vanish everywhere outside the sphere. The model has one sphere and contains no all-electron partial waves. It treats completeness as an exact identity and gives no estimate of the error when the identity fails.

## A lower bound on the rank

Taking the adjoint of D P = P and using Dᴴ = D gives

Pᴴ D = Pᴴ.

Cutting a function off at the sphere therefore leaves its projector coefficients unchanged.

```lean
variable {D : Matrix n n ℂ} {P Phit : Matrix n m ℂ}

omit [Fintype m] in
/-- For projectors in the sphere of a Hermitian `D`, projecting a function after localising it with
`D` gives the same coefficients as projecting the function itself: `Pᴴ D = Pᴴ`. -/
theorem projectors_absorb (h : DualInSphere D P Phit) : Pᴴ * D = Pᴴ := by
  have h1 := congrArg conjTranspose h.localised
  rwa [conjTranspose_mul, h.hermitian] at h1
```

Multiplying by Phit from the right gives

Pᴴ D Phit = Pᴴ Phit = 1.

The identity on the right has rank |m|, and a product never has larger rank than any of its factors. Hence |m| ≤ rank D: the sphere cannot hold more dual projectors than it has independent functions.

```lean
/-- The number of dual projectors localised in the sphere never exceeds the rank of `D`. -/
theorem card_le_rank (h : DualInSphere D P Phit) : Fintype.card m ≤ D.rank := by
  have h1 : Pᴴ * D * Phit = 1 := by rw [projectors_absorb h, h.dual]
  calc Fintype.card m = (1 : Matrix m m ℂ).rank := Matrix.rank_one.symm
    _ = (Pᴴ * D * Phit).rank := by rw [h1]
    _ ≤ (Pᴴ * D).rank := Matrix.rank_mul_le_left _ _
    _ ≤ D.rank := Matrix.rank_mul_le_right _ _
```

## The Gram matrix is invertible

The adjoint of the duality relation is

Phitᴴ P = 1.

```lean
omit [Fintype m] in
/-- The adjoint form of duality: `Phitᴴ P = 1`. -/
theorem dual_adjoint (h : DualInSphere D P Phit) : Phitᴴ * P = 1 := by
  have h1 := congrArg conjTranspose h.dual
  rwa [conjTranspose_mul, conjTranspose_conjTranspose, conjTranspose_one] at h1
```

Suppose that Pᴴ P v = 0 for some coefficient vector v. Then

‖P v‖² = vᴴ Pᴴ P v = 0,

so P v = 0, and v = Phitᴴ P v = 0. The Gram matrix Pᴴ P thus has no nonzero null vector, and the inverse in the closed formula is a true inverse. The Lean proof argues by contradiction: a vanishing determinant would supply a nonzero v.

```lean
/-- The Gram matrix `Pᴴ P` of the dual projectors is invertible. -/
theorem gram_isUnit (h : DualInSphere D P Phit) : IsUnit (Pᴴ * P).det := by
  rw [isUnit_iff_ne_zero]
  intro h0
  obtain ⟨v, hv, hGv⟩ := Matrix.exists_mulVec_eq_zero_iff.mpr h0
  have hPv : P *ᵥ v = 0 := (Matrix.conjTranspose_mul_self_mulVec_eq_zero P v).mp hGv
  apply hv
  calc v = (Phitᴴ * P) *ᵥ v := by rw [dual_adjoint h, Matrix.one_mulVec]
    _ = 0 := by rw [← Matrix.mulVec_mulVec, hPv, Matrix.mulVec_zero]
```

## Equal rank makes the projectors span the sphere

Since P v = D (P v), the range of P lies in the range of D. The rank of P is |m|: it is at most the number of columns, and Phitᴴ P = 1 bounds it from below. If rank D = |m| as well, the two ranges are nested subspaces of equal dimension and coincide.

Let e_j be the basis vector with index j. Column j of D is D e_j, which lies in the range of P, so D e_j = P y_j for some vector y_j. With the y_j as the columns of a matrix Y,

D = P Y.

In the code, `heq` is the equality of the ranges, and `choose` selects the vectors y_j.

```lean
/-- For dual projectors in the sphere: if the rank of `D` equals their number, every column of `D`
is a linear combination of projector functions. -/
theorem exists_factor (h : DualInSphere D P Phit) (hr : D.rank = Fintype.card m) :
    ∃ Y : Matrix m n ℂ, D = P * Y := by
  classical
  have hle : LinearMap.range P.mulVecLin ≤ LinearMap.range D.mulVecLin := by
    rintro _ ⟨v, rfl⟩
    exact ⟨P *ᵥ v, by simp only [Matrix.mulVecLin_apply, Matrix.mulVec_mulVec, h.localised]⟩
  have hP : P.rank = Fintype.card m := by
    apply le_antisymm (Matrix.rank_le_card_width P)
    calc Fintype.card m = (1 : Matrix m m ℂ).rank := Matrix.rank_one.symm
      _ = (Phitᴴ * P).rank := by rw [dual_adjoint h]
      _ ≤ P.rank := Matrix.rank_mul_le_right _ _
  have hPD : P.rank = D.rank := by rw [hP, hr]
  unfold Matrix.rank at hPD
  -- nested subspaces of equal dimension coincide
  have heq := Submodule.eq_of_le_of_finrank_eq hle hPD
  have hc : ∀ j : n, ∃ y : m → ℂ, P *ᵥ y = D *ᵥ Pi.single j 1 := by
    intro j
    have hj : D.mulVecLin (Pi.single j 1) ∈ LinearMap.range P.mulVecLin := by
      rw [heq]
      exact ⟨_, rfl⟩
    obtain ⟨y, hy⟩ := hj
    exact ⟨y, hy⟩
  choose y hy using hc
  refine ⟨Matrix.of fun k j => y j k, ?_⟩
  ext i j
  have hij := congrFun (hy j) i
  rw [Matrix.mulVec_single_one] at hij
  rw [Matrix.mul_apply]
  exact hij.symm
```

## Completeness, rank and the closed formula

The adjoint of the completeness relation is

P Phitᴴ D = D.

```lean
/-- The adjoint form of completeness, for dual projectors in the sphere of a Hermitian `D`:
`P Phitᴴ D = D`. -/
theorem complete_adjoint (h : DualInSphere D P Phit) (hc : IsComplete D P Phit) :
    P * (Phitᴴ * D) = D := by
  have h1 : (D * Phit * Pᴴ)ᴴ = Dᴴ := congrArg conjTranspose hc
  rwa [conjTranspose_mul, conjTranspose_mul, conjTranspose_conjTranspose, h.hermitian] at h1
```

The main theorem joins two equivalences, proved in four implications.

From completeness to rank: D = (D Phit) Pᴴ, and D Phit has only |m| columns, so rank D ≤ |m|. The lower bound found above turns this into equality.

From rank to completeness: D = P Y, and since D is Hermitian, D = Yᴴ Pᴴ. Then

D Phit Pᴴ = Yᴴ (Pᴴ Phit) Pᴴ = Yᴴ Pᴴ = D.

From completeness to the formula: write G = Pᴴ P and insert G⁻¹ G = 1 into the adjoint relation,

D = P G⁻¹ G Phitᴴ D
= P G⁻¹ Pᴴ (P Phitᴴ D)
= P G⁻¹ Pᴴ D
= P G⁻¹ Pᴴ.

From the formula to completeness: duality removes the middle factor,

D Phit Pᴴ = P G⁻¹ (Pᴴ Phit) Pᴴ = P G⁻¹ Pᴴ = D.

The theorem `complete_iff_rank_and_formula` takes the three assumed relations as its hypothesis `h`, and its four bullets follow this order. Neither the rank condition nor the closed formula contains Phit, so completeness does not depend on which dual partial waves were chosen.

```lean
/-- For dual projectors in the sphere, completeness holds exactly when the rank of `D` equals
the number of projectors, and exactly when `D = P (Pᴴ P)⁻¹ Pᴴ`. -/
theorem complete_iff_rank_and_formula (h : DualInSphere D P Phit) :
    (IsComplete D P Phit ↔ D.rank = Fintype.card m) ∧
    (IsComplete D P Phit ↔ D = P * (Pᴴ * P)⁻¹ * Pᴴ) := by
  refine ⟨⟨fun hc => ?_, fun hr => ?_⟩, ⟨fun hc => ?_, fun e => ?_⟩⟩
  · -- completeness factors `D` through `m` channels
    have hc' : D * Phit * Pᴴ = D := hc
    apply le_antisymm _ (card_le_rank h)
    calc D.rank = (D * Phit * Pᴴ).rank := by rw [hc']
      _ ≤ (D * Phit).rank := Matrix.rank_mul_le_left _ _
      _ ≤ Fintype.card m := Matrix.rank_le_card_width _
  · -- equal ranks give `D = P Y = Yᴴ Pᴴ`, and duality does the rest
    obtain ⟨Y, hY⟩ := exists_factor h hr
    have hD : D = Yᴴ * Pᴴ := by rw [← conjTranspose_mul, ← hY, h.hermitian]
    show D * Phit * Pᴴ = D
    calc D * Phit * Pᴴ = Yᴴ * (Pᴴ * Phit) * Pᴴ := by
          rw [hD]
          simp only [Matrix.mul_assoc]
      _ = D := by rw [h.dual, Matrix.mul_one, ← hD]
  · -- insert the Gram matrix and its inverse
    have hadj := complete_adjoint h hc
    calc D = P * (Phitᴴ * D) := hadj.symm
      _ = P * ((Pᴴ * P)⁻¹ * (Pᴴ * P)) * (Phitᴴ * D) := by
          rw [Matrix.nonsing_inv_mul _ (gram_isUnit h), Matrix.mul_one]
      _ = P * (Pᴴ * P)⁻¹ * (Pᴴ * (P * (Phitᴴ * D))) := by simp only [Matrix.mul_assoc]
      _ = P * (Pᴴ * P)⁻¹ * Pᴴ := by rw [hadj, projectors_absorb h]
  · show D * Phit * Pᴴ = D
    calc D * Phit * Pᴴ = P * (Pᴴ * P)⁻¹ * Pᴴ * Phit * Pᴴ := by rw [← e]
      _ = P * (Pᴴ * P)⁻¹ * (Pᴴ * Phit) * Pᴴ := by simp only [Matrix.mul_assoc]
      _ = D := by rw [h.dual, Matrix.mul_one, ← e]
```

## Idempotence and the overlap of the partial waves

Completeness, used twice with Pᴴ D = Pᴴ in between, gives

D D = D Phit Pᴴ D = D Phit Pᴴ = D.

So D is an orthogonal projector. Equivalently, a Hermitian D that is not idempotent admits no complete set of this kind.

When completeness holds, the inverse Gram matrix also has a direct meaning. From

G (Phitᴴ D Phit) = Pᴴ (P Phitᴴ D) Phit = Pᴴ D Phit = Pᴴ Phit = 1

it follows that G⁻¹ = Phitᴴ D Phit, the overlap matrix of the partial waves inside the sphere.

```lean
/-- For dual projectors in the sphere, completeness forces `D` to be idempotent, and the inverse
Gram matrix of the projectors is the overlap `Phitᴴ D Phit` of the partial waves in the sphere. -/
theorem idempotent_and_gram_inverse (h : DualInSphere D P Phit) (hc : IsComplete D P Phit) :
    D * D = D ∧ (Pᴴ * P)⁻¹ = Phitᴴ * D * Phit := by
  have hc' : D * Phit * Pᴴ = D := hc
  constructor
  · calc D * D = D * Phit * Pᴴ * D := by rw [hc']
      _ = D * Phit * (Pᴴ * D) := Matrix.mul_assoc _ _ _
      _ = D := by rw [projectors_absorb h, hc']
  · apply Matrix.inv_eq_right_inv
    calc Pᴴ * P * (Phitᴴ * D * Phit) = Pᴴ * (P * (Phitᴴ * D)) * Phit := by
          simp only [Matrix.mul_assoc]
      _ = 1 := by rw [complete_adjoint h hc, projectors_absorb h, h.dual]
```

## One projector in a small and in a larger sphere

Take two basis functions, of which only the first lies in the sphere. Below, semicolons separate matrix rows:

D = (1 0; 0 0), P = (1; 0), Phit = (1; 1).

Then D P = P and Pᴴ Phit = 1. The part of Phit outside the sphere is removed by D:

D Phit Pᴴ = (1; 0)(1 0) = (1 0; 0 0) = D.

Both the rank and the number of projectors are 1. The code checks the three relations and completeness entry by entry.

```lean
/-- In a two-dimensional basis whose first function spans the sphere, one projector and a
partial wave that reaches outside the sphere are dual and complete. -/
theorem complete_witness :
    DualInSphere (n := Fin 2) (m := Fin 1) !![1, 0; 0, 0] !![1; 0] !![1; 1] ∧
    IsComplete (n := Fin 2) (m := Fin 1) !![1, 0; 0, 0] !![1; 0] !![1; 1] := by
  refine ⟨⟨?_, ?_, ?_⟩, ?_⟩
  · ext i j
    fin_cases i <;> fin_cases j <;> simp
  · ext i j
    fin_cases i <;> fin_cases j <;> simp [Matrix.mul_apply, Fin.sum_univ_two]
  · ext i j
    fin_cases i
    fin_cases j
    simp [Matrix.mul_apply, Fin.sum_univ_two]
  · unfold IsComplete
    ext i j
    fin_cases i <;> fin_cases j <;> simp [Matrix.mul_apply]
```

Now let the sphere contain both functions, so that D = 1, with P and Phit unchanged. The three relations still hold, but

D Phit Pᴴ = (1; 1)(1 0) = (1 0; 1 0) ≠ 1.

The code reaches the same conclusion through the rank criterion: the rank is 2, and there is only one projector.

```lean
/-- If the sphere contains both basis functions, the same projector and partial wave are still
dual, but completeness fails. -/
theorem incomplete_witness :
    DualInSphere (n := Fin 2) (m := Fin 1) 1 !![1; 0] !![1; 1] ∧
    ¬ IsComplete (n := Fin 2) (m := Fin 1) 1 !![1; 0] !![1; 1] := by
  have h : DualInSphere (n := Fin 2) (m := Fin 1) 1 !![1; 0] !![1; 1] := by
    refine ⟨Matrix.conjTranspose_one, Matrix.one_mul _, ?_⟩
    ext i j
    fin_cases i
    fin_cases j
    simp [Matrix.mul_apply, Fin.sum_univ_two]
  refine ⟨h, ?_⟩
  -- the rank is two, but there is only one projector
  rw [(complete_iff_rank_and_formula h).1, Matrix.rank_one]
  simp

end PAWProjectorGeometry
```

## Two non-orthogonal projectors, by numbers

The next example is worked by hand and does not appear in the code. Take three basis functions with the first two in the sphere, and two overlapping projectors:

D = (1 0 0; 0 1 0; 0 0 0),
P = (1 1; 0 1; 0 0),
Phit = (1 0; −1 1; 5 7).

Here D P = P and Pᴴ Phit = 1, whatever the last row of Phit. The Gram matrix and its inverse are

G = (1 1; 1 2), G⁻¹ = (2 −1; −1 1).

Inside the sphere the partial waves are (1, −1) and (0, 1). Their squared norms are 2 and 1 and their overlap is −1, which are the entries of G⁻¹. Finally,

P G⁻¹ = (1 0; −1 1; 0 0),
P G⁻¹ Pᴴ = (1 0 0; 0 1 0; 0 0 0) = D.

The matrix P G⁻¹ is also D Phit, so the same product confirms completeness.

```lean
#print axioms PAWProjectorGeometry.complete_iff_rank_and_formula
#print axioms PAWProjectorGeometry.idempotent_and_gram_inverse
```

```
'PAWProjectorGeometry.complete_iff_rank_and_formula' depends on axioms: [propext, Classical.choice, Quot.sound]
'PAWProjectorGeometry.idempotent_and_gram_inverse' depends on axioms: [propext, Classical.choice, Quot.sound]
```
